# The DMFT compressibility from a Bethe–Salpeter equation, for a differentiable self-consistent solution

A dynamical mean-field (DMFT) code can obtain the compressibility in two ways. It can converge the self-consistency loop at two nearby chemical potentials and difference the densities, or it can stay at one chemical potential and solve a linear equation built from the bubble and the vertex. Comparing the two numbers tests the vertex, its sign and its normalisation. The comparison rests on an identity, derived here for a single band, finitely many frequencies and momenta, a momentum-independent self-energy and a local propagator assumed to be differentiable in the chemical potential.

## The lattice propagator and its momentum average

Let a label the frequencies and k the momenta; in the code these labels are elements of the types `ι` and `κ`.

```lean
import Mathlib

open Matrix Topology

namespace DMFTCompressibility

noncomputable section

variable {ι κ : Type*}
```

At chemical potential m, with frequency variable z_a, band energy e_k and local propagator γ, the inverse lattice propagator is

z_a + m − e_k − S_a(γ).

Here m and e_k are real, and z_a, γ_a and S_a are complex. On the Matsubara axis z_a would be iω_a. The self-energy S_a may depend on γ at every frequency, but it depends on neither k nor, explicitly, m. In DMFT the impurity problem supplies this functional; the theorems accept any map with the differentiability stated below.

```lean
/-- The inverse lattice propagator `z_a + m - e_k - S_a(γ)` at frequency `a` and momentum `k`,
for chemical potential `m` and local propagator `γ`. -/
def invG (z : ι → ℂ) (e : κ → ℝ) (S : (ι → ℂ) → ι → ℂ) (m : ℝ) (γ : ι → ℂ)
    (k : κ) (a : ι) : ℂ :=
  z a + (m : ℂ) - (e k : ℂ) - S γ a
```

The propagator is the reciprocal,

G_ka = 1 / (z_a + m − e_k − S_a(γ)).

```lean
/-- The lattice propagator `G_ka` with a momentum-independent self-energy. -/
def latticeG (z : ι → ℂ) (e : κ → ℝ) (S : (ι → ℂ) → ι → ℂ) (m : ℝ) (γ : ι → ℂ)
    (k : κ) (a : ι) : ℂ :=
  1 / invG z e S m γ k a
```

With K momenta, its local part is the average

(1/K) Σ_k G_ka.

The physical reading needs K ≥ 1, though the theorems do not take this as a hypothesis.

```lean
/-- The momentum average of the lattice propagator. -/
def localG [Fintype κ] (z : ι → ℂ) (e : κ → ℝ) (S : (ι → ℂ) → ι → ℂ) (m : ℝ)
    (γ : ι → ℂ) (a : ι) : ℂ :=
  1 / (Fintype.card κ : ℂ) * ∑ k, latticeG z e S m γ k a
```

The same average of the squared propagator gives the bubble at zero momentum and frequency transfer, a diagonal matrix in frequency:

B_ab = δ_ab (1/K) Σ_k G_ka².

This fixes the sign and normalisation: B carries neither the minus sign nor the factor of temperature that many codes put into their bubble.

```lean
/-- The bubble `B`: the diagonal matrix of momentum averages of `G_ka ^ 2`. -/
def bubble [Fintype κ] [DecidableEq ι] (z : ι → ℂ) (e : κ → ℝ) (S : (ι → ℂ) → ι → ℂ)
    (m : ℝ) (γ : ι → ℂ) : Matrix ι ι ℂ :=
  Matrix.diagonal fun a => 1 / (Fintype.card κ : ℂ) * ∑ k, latticeG z e S m γ k a ^ 2
```

## What is assumed about g and S

The local propagator g(x) must solve

g_a(x) = (1/K) Σ_k G_ka(x)

for all x in some neighbourhood of m. A solution at m alone would say nothing about a derivative. In Lean, `∀ᶠ x in 𝓝 m` expresses "for all x near m".

```lean
/-- The local propagator `g` solves the self-consistency equation for all chemical potentials
near `m`. -/
def SelfConsistentNear [Fintype κ] (z : ι → ℂ) (e : κ → ℝ) (S : (ι → ℂ) → ι → ℂ)
    (g : ℝ → ι → ℂ) (m : ℝ) : Prop :=
  ∀ᶠ x in 𝓝 m, g x = localG z e S x (g x)
```

The vertex is the Jacobian of the self-energy functional,

J_ab = ∂S_a/∂γ_b, taken at γ = g(m).

It plays the part of the irreducible vertex, with temperature factors absorbed. If a calculation keeps one spin component of a paramagnetic solution, J is the vertex of the charge channel, because both spins respond together. The derivative is a complex one, which excludes functionals that conjugate their argument. On the Matsubara axis the value at −ω enters as a component of its own.

```lean
/-- The self-energy functional `S` is differentiable at `γ` with Jacobian matrix `J`. -/
def HasJacobianAt [Fintype ι] (S : (ι → ℂ) → ι → ℂ) (J : Matrix ι ι ℂ) (γ : ι → ℂ) : Prop :=
  HasFDerivAt S (LinearMap.toContinuousLinearMap (Matrix.mulVecLin J)) γ
```

## The response of one lattice propagator

Write g′ for the derivative of g at m. The chain rule gives

d/dm S_a(g(m)) = Σ_b J_ab g′_b = (J g′)_a.

The inverse propagator therefore has derivative 1 − (J g′)_a, and differentiating its reciprocal gives

dG_ka/dm = −G_ka² (1 − (J g′)_a).

The 1 is the direct shift of the chemical potential, and J g′ is the feedback through the self-energy. The denominator has to be nonzero at m, which is the hypothesis `hden`.

In the proof, `h1` is the chain rule. The complex derivative of S is first read as a real one, since m is real. `h2` selects component a, `h4` differentiates the inverse propagator, and `h5` applies the quotient rule.

```lean
variable [Fintype ι] {z : ι → ℂ} {e : κ → ℝ} {S : (ι → ℂ) → ι → ℂ} {g : ℝ → ι → ℂ}
  {g' : ι → ℂ} {J : Matrix ι ι ℂ} {m : ℝ}

/-- The derivative of the lattice propagator with respect to the chemical potential is
`-G_ka ^ 2 (1 - (J g')_a)`. -/
theorem lattice_response (hS : HasJacobianAt S J (g m)) (hg : HasDerivAt g g' m)
    {k : κ} {a : ι} (hden : invG z e S m (g m) k a ≠ 0) :
    HasDerivAt (fun x : ℝ => latticeG z e S x (g x) k a)
      (-(latticeG z e S m (g m) k a) ^ 2 * (1 - (J *ᵥ g') a)) m := by
  have hS' : HasFDerivAt S (LinearMap.toContinuousLinearMap (Matrix.mulVecLin J)) (g m) := hS
  -- chain rule for the self-energy along the solution
  have h1 : HasDerivAt (fun x => S (g x)) (J *ᵥ g') m :=
    (hS'.restrictScalars ℝ).comp_hasDerivAt m hg
  have h2 : HasDerivAt (fun x => S (g x) a) ((J *ᵥ g') a) m := hasDerivAt_pi.1 h1 a
  have h3 : HasDerivAt (fun x : ℝ => (x : ℂ)) 1 m := by
    simpa using (hasDerivAt_id m).ofReal_comp
  have h4 : HasDerivAt (fun x : ℝ => invG z e S x (g x) k a) (1 - (J *ᵥ g') a) m :=
    ((h3.const_add (z a)).sub_const (e k : ℂ)).fun_sub h2
  have h5 := (hasDerivAt_const m (1 : ℂ)).fun_div h4 hden
  refine h5.congr_deriv ?_
  simp only [latticeG, div_pow, one_pow]
  ring
```

## Averaging over momenta

The bracket does not depend on k, so averaging affects only G_ka²:

g′_a = −B_aa (1 − (J g′)_a) = −B_aa + B_aa (J g′)_a.

Writing 1 for the identity matrix on the left and for the vector of ones on the right, this becomes

(1 − B J) g′ = −B 1.

The theorem states exactly this, given self-consistency near m (`hsc`), the Jacobian J at g(m) (`hS`), the derivative g′ (`hg`) and nonzero denominators. It does not need 1 − BJ to be invertible, and it does not establish that a differentiable solution exists.

The proof differentiates the averaged propagator in `hL`. By `hE`, that function agrees with g_a near m, so uniqueness of the derivative equates the two results. The remaining lines take the common bracket out of the sum and rearrange.

```lean
variable [Fintype κ] [DecidableEq ι]

/-- The response of the local propagator to the chemical potential obeys
`(1 - B J) g' = -B 1`. -/
theorem bethe_salpeter_response (hsc : SelfConsistentNear z e S g m)
    (hS : HasJacobianAt S J (g m)) (hg : HasDerivAt g g' m)
    (hden : ∀ k a, invG z e S m (g m) k a ≠ 0) :
    (1 - bubble z e S m (g m) * J) *ᵥ g' = -(bubble z e S m (g m) *ᵥ 1) := by
  ext a
  -- differentiate both sides of the self-consistency equation
  have hL : HasDerivAt (fun x => localG z e S x (g x) a)
      (1 / (Fintype.card κ : ℂ) *
        ∑ k, -(latticeG z e S m (g m) k a) ^ 2 * (1 - (J *ᵥ g') a)) m :=
    (HasDerivAt.fun_sum fun k _ => lattice_response hS hg (hden k a)).const_mul _
  have hE : (fun x => g x a) =ᶠ[𝓝 m] fun x => localG z e S x (g x) a :=
    Filter.Eventually.mono hsc fun x hx => congrFun hx a
  have h := (hasDerivAt_pi.1 hg a).unique (hL.congr_of_eventuallyEq hE)
  rw [← Finset.sum_mul, Finset.sum_neg_distrib] at h
  rw [Matrix.sub_mulVec, Matrix.one_mulVec, ← Matrix.mulVec_mulVec]
  simp only [bubble, Pi.sub_apply, Pi.neg_apply, Matrix.mulVec_diagonal, Pi.one_apply]
  linear_combination h
```

## The ladder solution

Let the matrix χ satisfy the Bethe–Salpeter equation

χ = B + B J χ.

Moving the last term to the left gives (1 − BJ) χ = B. Applied to the vector of ones and combined with the previous result, this yields

(1 − B J)(g′ + χ 1) = −B 1 + B 1 = 0.

If det(1 − BJ) ≠ 0, the bracket vanishes and

g′_a = −Σ_b χ_ab.

In the proof, `hM` is the rearranged ladder equation and `h0` is the homogeneous system; the determinant condition then leaves only the zero solution.

```lean
/-- If `χ` solves the Bethe-Salpeter equation `χ = B + B J χ` and `1 - B J` is nonsingular,
then `g' = -χ 1`. -/
theorem response_of_ladder (hsc : SelfConsistentNear z e S g m)
    (hS : HasJacobianAt S J (g m)) (hg : HasDerivAt g g' m)
    (hden : ∀ k a, invG z e S m (g m) k a ≠ 0) {χ : Matrix ι ι ℂ}
    (hχ : χ = bubble z e S m (g m) + bubble z e S m (g m) * J * χ)
    (hdet : (1 - bubble z e S m (g m) * J).det ≠ 0) :
    g' = -(χ *ᵥ 1) := by
  have hM : (1 - bubble z e S m (g m) * J) * χ = bubble z e S m (g m) := by
    rw [sub_mul, one_mul, sub_eq_iff_eq_add]
    exact hχ
  -- both `g'` and `-χ 1` solve the same nonsingular linear system
  have h0 : (1 - bubble z e S m (g m) * J) *ᵥ (g' + χ *ᵥ 1) = 0 := by
    rw [Matrix.mulVec_add, bethe_salpeter_response hsc hS hg hden, Matrix.mulVec_mulVec, hM,
      neg_add_cancel]
  exact eq_neg_of_add_eq_zero_left (Matrix.eq_zero_of_mulVec_eq_zero hdet h0)
```

## From the propagator to the density

Take the density as a weighted frequency sum,

n(m) = T Σ_a w_a g_a(m),

with temperature T and weights w_a independent of m. The weights can hold convergence factors or a spin degeneracy. Differentiating term by term gives

dn/dm = −T Σ_ab w_a χ_ab.

This is the compressibility in the convention dn/dm, without a factor 1/n². The identity is exact for the finite sum. A high-frequency tail added to the density contributes its own derivative whenever it depends on m, and that contribution is not included.

The Lean proof substitutes the ladder result into the derivative of the weighted sum.

```lean
/-- The density `T ∑ w_a g_a`, with frequency weights `w`, has the derivative
`-T ∑ w_a χ_ab` with respect to the chemical potential. -/
theorem compressibility (hsc : SelfConsistentNear z e S g m)
    (hS : HasJacobianAt S J (g m)) (hg : HasDerivAt g g' m)
    (hden : ∀ k a, invG z e S m (g m) k a ≠ 0) {χ : Matrix ι ι ℂ}
    (hχ : χ = bubble z e S m (g m) + bubble z e S m (g m) * J * χ)
    (hdet : (1 - bubble z e S m (g m) * J).det ≠ 0) (T : ℝ) (w : ι → ℂ) :
    HasDerivAt (fun x => (T : ℂ) * ∑ a, w a * g x a)
      (-((T : ℂ) * ∑ a, ∑ b, w a * χ a b)) m := by
  have h := response_of_ladder hsc hS hg hden hχ hdet
  have hd : HasDerivAt (fun x => ∑ a, w a * g x a) (∑ a, w a * g' a) m :=
    HasDerivAt.fun_sum fun a _ => (hasDerivAt_pi.1 hg a).const_mul (w a)
  refine (hd.const_mul (T : ℂ)).congr_deriv ?_
  rw [h]
  simp [Matrix.mulVec, dotProduct, Finset.mul_sum]
```

In an actual code, J can be extracted from the impurity. Let χ_imp be the response matrix of the impurity in the present sign convention, so that a change δ_b in the inverse bath propagator changes g by −χ_imp δ. If every g_a is nonzero and χ_imp is invertible, the impurity's own ladder equation gives

J = diag(1/g_a²) − χ_imp⁻¹.

One then builds B from the converged lattice propagators and solves (1 − BJ) g′ = −B 1 for a single right-hand side; the full matrix χ is unnecessary if only the compressibility is wanted. For the comparison by finite differences, the runs at m + h and m − h, with a small step h, have to follow the same solution branch. The identity refers to one finite set of frequencies in both routes. If the impurity also couples to frequencies outside that set, inverting the truncated χ_imp leaves an error in J, and the agreement should be checked as the set is enlarged.

## When the linear system is singular

Suppose a row vector v satisfies

v (1 − B J) = 0 and v · B 1 ≠ 0,

where the dot product involves no complex conjugation. If g were differentiable at m, multiplying the response equation by v would give

0 = v (1 − B J) g′ = −v · B 1,

a contradiction. Hence g is not differentiable at m. A vanishing eigenvalue alone does not give this contradiction; the argument also uses the overlap of the source B 1 with the left null vector. If that overlap is zero, g may or may not be differentiable. The conclusion concerns the vector g; whether the density is singular too depends on the weights.

The Lean proof follows this argument, with `deriv g m` in the place of g′.

```lean
/-- If `1 - B J` has a left null vector `v` with `v · B 1 ≠ 0`, the self-consistent local
propagator is not differentiable in the chemical potential at `m`. -/
theorem not_differentiable_of_singular (hsc : SelfConsistentNear z e S g m)
    (hS : HasJacobianAt S J (g m)) (hden : ∀ k a, invG z e S m (g m) k a ≠ 0) {v : ι → ℂ}
    (hv : v ᵥ* (1 - bubble z e S m (g m) * J) = 0)
    (hvB : v ⬝ᵥ (bubble z e S m (g m) *ᵥ 1) ≠ 0) :
    ¬ DifferentiableAt ℝ g m := by
  intro hd
  have h2 : v ⬝ᵥ ((1 - bubble z e S m (g m) * J) *ᵥ deriv g m) = 0 := by
    rw [Matrix.dotProduct_mulVec, hv, zero_dotProduct]
  rw [bethe_salpeter_response hsc hS hd.hasDerivAt hden, dotProduct_neg, neg_eq_zero] at h2
  exact hvB h2
```

## A solvable case with one frequency and one momentum

Set z = 0, e = 0 and S(γ) = γ. The self-consistency equation is then γ = 1/(x − γ), or γ(x − γ) = 1. One solution is

γ(x) = (x − √(x² − 4)) / 2.

This is the algebra of a semicircular band of half-width 2, evaluated above the band edge. The S used here mimics a hybridisation and does not represent an interaction.

```lean
/-- The function `(x - √(x² - 4)) / 2` of the chemical potential. -/
def branch (x : ℝ) : ℝ := (x - √(x ^ 2 - 4)) / 2
```

With s = √(x² − 4) and x > 2, direct multiplication gives

γ(x − γ) = (x − s)(x + s)/4 = (x² − s²)/4 = 1.

Moreover s < x, so γ > 0. Since x² − 4 − (x − 2)² = 4(x − 2) > 0, also s > x − 2, so γ < 1.

```lean
/-- For `x > 2` the function `branch` solves `γ (x - γ) = 1` and lies between 0 and 1. -/
theorem branch_spec {x : ℝ} (hx : 2 < x) :
    branch x * (x - branch x) = 1 ∧ 0 < branch x ∧ branch x < 1 := by
  have hs := Real.sq_sqrt (show 0 ≤ x ^ 2 - 4 by nlinarith)
  have h1 : √(x ^ 2 - 4) < x := (Real.sqrt_lt' (by linarith)).2 (by linarith)
  have h2 : x - 2 < √(x ^ 2 - 4) := (Real.lt_sqrt (by linarith)).2 (by nlinarith)
  unfold branch
  exact ⟨by linear_combination (-1 / 4) * hs, by linarith, by linarith⟩
```

For m > 2 the propagator equals γ(m), so B = γ² and J = 1. The determinant is

1 − B J = 1 − γ² > 0,

and the ladder equation has the solution χ = γ²/(1 − γ²). Differentiating γ(m − γ) = 1 directly gives γ′ = −γ²/(1 − γ²), in agreement with g′ = −χ 1.

The final theorem verifies five properties of this example: self-consistency near m, the Jacobian, differentiability, nonzero denominators and a nonzero determinant. These are the hypotheses of the response theorems apart from the ladder equation, whose solution χ was given above. Its five closing steps treat them in that order. Self-consistency holds near m because every x in the open interval above 2 satisfies the equation, and differentiability holds because the argument of the square root is positive there.

```lean
/-- For one frequency `z = 0`, one momentum `e = 0`, self-energy `S(γ) = γ` and `m > 2`, the
propagator `branch` is self-consistent near `m` and differentiable at `m`, `S` has the Jacobian `J =
1`, no denominator vanishes at `m`, and `1 - B J` has a nonzero determinant. -/
theorem response_witness {m : ℝ} (hm : 2 < m) :
    let z : Fin 1 → ℂ := fun _ => 0
    let e : Fin 1 → ℝ := fun _ => 0
    let S : (Fin 1 → ℂ) → Fin 1 → ℂ := fun γ => γ
    let g : ℝ → Fin 1 → ℂ := fun x _ => (branch x : ℂ)
    SelfConsistentNear z e S g m ∧ HasJacobianAt S 1 (g m) ∧ DifferentiableAt ℝ g m ∧
      (∀ k a, invG z e S m (g m) k a ≠ 0) ∧ (1 - bubble z e S m (g m) * 1).det ≠ 0 := by
  intro z e S g
  have hI : ∀ (x : ℝ) (k a : Fin 1), invG z e S x (g x) k a = (x : ℂ) - (branch x : ℂ) := by
    intro x k a
    simp [invG, z, e, S, g]
  have hp : ∀ x : ℝ, 2 < x → (branch x : ℂ) * ((x : ℂ) - (branch x : ℂ)) = 1 := by
    intro x hx
    exact_mod_cast (branch_spec hx).1
  have hne : ∀ x : ℝ, 2 < x → (x : ℂ) - (branch x : ℂ) ≠ 0 := by
    intro x hx h
    have h1 := hp x hx
    rw [h, mul_zero] at h1
    exact zero_ne_one h1
  have hG : ∀ x : ℝ, 2 < x → ∀ k a : Fin 1, latticeG z e S x (g x) k a = (branch x : ℂ) := by
    intro x hx k a
    rw [latticeG, hI, div_eq_iff (hne x hx)]
    exact (hp x hx).symm
  refine ⟨?_, ?_, ?_, ?_, ?_⟩
  · unfold SelfConsistentNear
    filter_upwards [Ioi_mem_nhds hm] with x hx
    funext a
    simp only [localG, hG x hx]
    simp [g]
  · have hid : LinearMap.toContinuousLinearMap
        (Matrix.mulVecLin (1 : Matrix (Fin 1) (Fin 1) ℂ)) =
        ContinuousLinearMap.id ℂ (Fin 1 → ℂ) :=
      ContinuousLinearMap.ext fun v => by simp
    unfold HasJacobianAt
    rw [hid]
    exact hasFDerivAt_id _
  · have hs : DifferentiableAt ℝ (fun x : ℝ => √(x ^ 2 - 4)) m :=
      DifferentiableAt.sqrt (by fun_prop) (ne_of_gt (by nlinarith))
    have hr : DifferentiableAt ℝ branch m := (differentiableAt_id.sub hs).div_const 2
    exact differentiableAt_pi.2 fun _ => hr.hasDerivAt.ofReal_comp.differentiableAt
  · intro k a
    rw [hI]
    exact hne m hm
  · have hb : bubble z e S m (g m) = Matrix.diagonal fun _ => (branch m : ℂ) ^ 2 := by
      simp only [bubble, hG m hm]
      simp
    rw [hb, mul_one, Matrix.det_fin_one]
    simp only [Matrix.sub_apply, Matrix.one_apply_eq, Matrix.diagonal_apply_eq]
    obtain ⟨-, h0, h1⟩ := branch_spec hm
    have h2 : (1 : ℝ) - branch m ^ 2 ≠ 0 := ne_of_gt (by nlinarith)
    exact_mod_cast h2

end

end DMFTCompressibility
```

```lean
#print axioms DMFTCompressibility.compressibility
-- 'DMFTCompressibility.compressibility' depends on axioms: [propext, Classical.choice, Quot.sound]
#print axioms DMFTCompressibility.not_differentiable_of_singular
-- 'DMFTCompressibility.not_differentiable_of_singular' depends on axioms: [propext, Classical.choice, Quot.sound]
```
